# Two equal s-type Gaussians in phase: length-gauge plane-wave dichroism vanishes with the origin at the bond midpoint

A molecule held fixed in space is ionised by left and then by right circularly polarised light, and the two photoelectron intensities are subtracted. Let the final state be a plane wave with wave vector k, and let f(k) be the overlap of that wave with the initial orbital. In the length gauge the dipole operator is ε·r, for polarisation ε, and the matrix element is

⟨k|ε·r|φ⟩ = i ε·∇f(k).

The position r is measured from some origin. For two equal s-type Gaussians added in phase, moving that origin can switch the dichroism of this model on or off.

```lean
import Mathlib

open Matrix ComplexConjugate
open Complex (I)

namespace PhotoemissionDichroism

noncomputable section
```

For real vectors a and b, take ε = a ± ib. The signal is

D = |∂ₐf + i∂_b f|² − |∂ₐf − i∂_b f|².

Here ∂ₐf is the derivative of f along a, `lineDeriv ℝ f k a` in Lean. Circular light has a and b orthonormal. The vectors a ± ib then have length √2, so unit polarisation vectors give D/2.

```lean
/-- Circular dichroism of the length-gauge plane-wave amplitude: the difference of the squared
moduli of the gradient of `f` at `k` along the polarisations `a + i b` and `a - i b`. -/
def dichroism (f : (Fin 3 → ℝ) → ℂ) (a b k : Fin 3 → ℝ) : ℝ :=
  ‖lineDeriv ℝ f k a + I * lineDeriv ℝ f k b‖ ^ 2
    - ‖lineDeriv ℝ f k a - I * lineDeriv ℝ f k b‖ ^ 2
```

Measuring r from a point c replaces r by r − c in both the dipole operator and the plane wave. The matrix element is then i ε·∇f_c(k), where f_c is f multiplied by a phase:

f_c(k) = exp(i k·c) f(k).

This leaves the momentum density |f|² unchanged.

```lean
/-- The momentum amplitude `f` after the coordinate origin is moved to the point `c`:
it acquires the phase `exp (i k·c)`. -/
def originShift (c : Fin 3 → ℝ) (f : (Fin 3 → ℝ) → ℂ) (k : Fin 3 → ℝ) : ℂ :=
  Complex.exp (I * ((k ⬝ᵥ c : ℝ) : ℂ)) * f k
```

One orbital has the amplitude g(k) = exp(−|k|²/2), with the Gaussian width as the unit of length. The code writes |k|² as `k ⬝ᵥ k`, the Euclidean square.

```lean
/-- The Gaussian `exp (-|k|²/2)`, the momentum amplitude of one s-type orbital. -/
def gaussian (k : Fin 3 → ℝ) : ℝ := Real.exp (-(k ⬝ᵥ k) / 2)
```

With the second centre at R, and without normalisation,

f(k) = g(k)(1 + exp(−i k·R)).

```lean
/-- Momentum amplitude of the in-phase sum of two equal Gaussian orbitals,
one at the origin and one at `R`. -/
def twoCentre (R k : Fin 3 → ℝ) : ℂ :=
  (gaussian k : ℂ) * (1 + Complex.exp (-(I * ((k ⬝ᵥ R : ℝ) : ℂ))))
```

## How the origin enters the signal

Write u = ∂ₐf and w = ∂_b f, with * for complex conjugation. Expanding the squares gives

|u ± iw|² = |u|² + |w|² ± 2 Im(u w*),

so D = 4 Im(u w*). Lean writes both sides in the real and imaginary parts of u and w, and `ring` finishes.

```lean
/-- The difference of the two circular intensities is four times the imaginary part of
`u w*`, where `u` and `w` are the two linear amplitudes. -/
theorem circular_difference (u w : ℂ) :
    ‖u + I * w‖ ^ 2 - ‖u - I * w‖ ^ 2 = 4 * (u * conj w).im := by
  rw [← Complex.normSq_eq_norm_sq, ← Complex.normSq_eq_norm_sq]
  simp only [Complex.normSq_apply, Complex.add_re, Complex.add_im, Complex.sub_re,
    Complex.sub_im, Complex.mul_re, Complex.mul_im, Complex.I_re, Complex.I_im,
    Complex.conj_re, Complex.conj_im]
  ring
```

Along the line k + ta the phase is k·c + t(c·a), which changes at the rate c·a.

```lean
/-- Along the line `k + t a` the phase `k·c` changes at the rate `c·a`. -/
theorem hasDerivAt_phase (k a c : Fin 3 → ℝ) :
    HasDerivAt (fun t : ℝ => (k + t • a) ⬝ᵥ c) (c ⬝ᵥ a) 0 := by
  have h : (fun t : ℝ => (k + t • a) ⬝ᵥ c) = fun t => k ⬝ᵥ c + t * (c ⬝ᵥ a) := by
    funext t
    rw [add_dotProduct, smul_dotProduct, smul_eq_mul, dotProduct_comm a c]
  rw [h]
  exact (((hasDerivAt_id' (0 : ℝ)).mul_const (c ⬝ᵥ a)).const_add (k ⬝ᵥ c)).congr_deriv
    (one_mul _)
```

The density changes at the rate

∂ₐ|f|² = 2 Re(f* ∂ₐf),

provided f is differentiable at k along a, which is the hypothesis `LineDifferentiableAt`.

```lean
/-- The derivative of the momentum density `|f|²` along `a`, for an amplitude `f`
differentiable at `k` in that direction. -/
theorem lineDeriv_density {f : (Fin 3 → ℝ) → ℂ} {k a : Fin 3 → ℝ}
    (ha : LineDifferentiableAt ℝ f k a) :
    lineDeriv ℝ (fun q => ‖f q‖ ^ 2) k a =
      2 * ((f k).re * (lineDeriv ℝ f k a).re + (f k).im * (lineDeriv ℝ f k a).im) := by
  have h : HasDerivAt (fun t : ℝ => f (k + t • a)) (lineDeriv ℝ f k a) 0 :=
    ha.hasLineDerivAt
  apply HasLineDerivAt.lineDeriv
  show HasDerivAt (fun t : ℝ => ‖f (k + t • a)‖ ^ 2) _ 0
  refine h.norm_sq.congr_deriv ?_
  simp only [zero_smul, add_zero, Complex.inner, Complex.mul_re, Complex.conj_re,
    Complex.conj_im]
  ring
```

The product rule then gives

∂ₐf_c = exp(i k·c)(∂ₐf + i(c·a)f).

```lean
/-- Moving the origin to `c` adds `i (c·a) f` to the derivative of `f` along `a`, up to the
common phase, if `f` is differentiable at `k` in that direction. -/
theorem lineDeriv_originShift {f : (Fin 3 → ℝ) → ℂ} {k a : Fin 3 → ℝ} (c : Fin 3 → ℝ)
    (ha : LineDifferentiableAt ℝ f k a) :
    lineDeriv ℝ (originShift c f) k a = Complex.exp (I * ((k ⬝ᵥ c : ℝ) : ℂ)) *
      (lineDeriv ℝ f k a + I * ((c ⬝ᵥ a : ℝ) : ℂ) * f k) := by
  have h1 := ((hasDerivAt_phase k a c).ofReal_comp.const_mul I).cexp
  have h2 : HasDerivAt (fun t : ℝ => f (k + t • a)) (lineDeriv ℝ f k a) 0 :=
    ha.hasLineDerivAt
  apply HasLineDerivAt.lineDeriv
  show HasDerivAt (fun t : ℝ => originShift c f (k + t • a)) _ 0
  refine (h1.fun_mul h2).congr_deriv ?_
  simp only [zero_smul, add_zero]
  ring
```

The common phase has modulus 1 and drops out. What remains is

Im[(u + i(c·a)f)(w + i(c·b)f)*] = Im(u w*) + (c·a)Re(f w*) − (c·b)Re(u f*).

Multiplying by 4 and using the density derivative,

D_c = D + 2[(c·a)∂_b|f|² − (c·b)∂ₐ|f|²].

This holds for any amplitude differentiable at k along a and b. The added term comes from the overlap f itself, which would be zero for a final state orthogonal to the initial orbital.

```lean
/-- Origin dependence of length-gauge dichroism: for an amplitude differentiable at `k` along
`a` and `b`, moving the origin to `c` adds `2 ((c·a) ∂_b |f|² - (c·b) ∂_a |f|²)`. -/
theorem dichroism_originShift {f : (Fin 3 → ℝ) → ℂ} {k a b : Fin 3 → ℝ} (c : Fin 3 → ℝ)
    (ha : LineDifferentiableAt ℝ f k a) (hb : LineDifferentiableAt ℝ f k b) :
    dichroism (originShift c f) a b k = dichroism f a b k +
      2 * ((c ⬝ᵥ a) * lineDeriv ℝ (fun q => ‖f q‖ ^ 2) k b
        - (c ⬝ᵥ b) * lineDeriv ℝ (fun q => ‖f q‖ ^ 2) k a) := by
  have hP : ‖Complex.exp (I * ((k ⬝ᵥ c : ℝ) : ℂ))‖ = 1 := by
    rw [mul_comm]
    exact Complex.norm_exp_ofReal_mul_I _
  unfold dichroism
  rw [lineDeriv_originShift c ha, lineDeriv_originShift c hb, lineDeriv_density ha,
    lineDeriv_density hb]
  generalize Complex.exp (I * ((k ⬝ᵥ c : ℝ) : ℂ)) = P at hP ⊢
  -- the common phase drops out of both intensities
  rw [mul_left_comm I P, ← mul_add P, ← mul_sub P, norm_mul, norm_mul, hP, one_mul, one_mul,
    circular_difference, circular_difference]
  simp only [Complex.add_re, Complex.add_im, Complex.mul_re, Complex.mul_im, Complex.I_re,
    Complex.I_im, Complex.conj_re, Complex.conj_im, Complex.ofReal_re, Complex.ofReal_im]
  ring
```

## Two centres

Differentiating the envelope and the interference phase gives

∂ₐf = −(k·a)f − i(R·a) g exp(−i k·R).

Lean expands the Gaussian exponent as a quadratic in t and applies the chain and product rules.

```lean
/-- The derivative of the two-centre amplitude along `a`: one term from the Gaussian envelope,
one from the interference phase. -/
theorem hasLineDerivAt_twoCentre (R k a : Fin 3 → ℝ) :
    HasLineDerivAt ℝ (twoCentre R) (-((k ⬝ᵥ a : ℝ) : ℂ) * twoCentre R k
      - I * ((R ⬝ᵥ a : ℝ) : ℂ) * (gaussian k : ℂ) *
        Complex.exp (-(I * ((k ⬝ᵥ R : ℝ) : ℂ)))) k a := by
  have hq : HasDerivAt (fun t : ℝ => -((k + t • a) ⬝ᵥ (k + t • a)) / 2) (-(k ⬝ᵥ a)) 0 := by
    have h : (fun t : ℝ => -((k + t • a) ⬝ᵥ (k + t • a)) / 2) =
        fun t => (-(k ⬝ᵥ k) / 2 + t * (-(k ⬝ᵥ a))) + t ^ 2 * (-(a ⬝ᵥ a) / 2) := by
      funext t
      simp only [dotProduct, Fin.sum_univ_three, Pi.add_apply, Pi.smul_apply, smul_eq_mul]
      ring
    rw [h]
    refine ((((hasDerivAt_id' (0 : ℝ)).mul_const (-(k ⬝ᵥ a))).const_add
      (-(k ⬝ᵥ k) / 2)).fun_add ((hasDerivAt_pow 2 (0 : ℝ)).mul_const
        (-(a ⬝ᵥ a) / 2))).congr_deriv ?_
    norm_num
  have hE := (((hasDerivAt_phase k a R).ofReal_comp.const_mul I).fun_neg.cexp).const_add 1
  show HasDerivAt (fun t : ℝ => twoCentre R (k + t • a)) _ 0
  refine (hq.exp.ofReal_comp.fun_mul hE).congr_deriv ?_
  simp only [zero_smul, add_zero, twoCentre, gaussian, Complex.ofReal_mul, Complex.ofReal_neg]
  ring
```

Put A = (R·a)(k·b) − (R·b)(k·a). In Im(u w*) only the cross terms survive:

D = 4g² A (1 + cos k·R).

Now move the origin to c = sR. Since |f|² = 2g²(1 + cos k·R), the sine terms in the correction cancel and it equals −2sD. Hence

D_s = (1 − 2s) · 4 exp(−|k|²) A (1 + cos k·R).

The signal is zero at the midpoint, s = 1/2, and has the opposite sign at the second centre, s = 1. The proof inserts the derivatives, takes real and imaginary parts, and closes with sin² + cos² = 1.

```lean
/-- Dichroism of the two-centre amplitude when the origin lies at the fraction `s` of the way
from the first centre to the second: it is proportional to `1 - 2 s`. -/
theorem dichroism_twoCentre (R a b k : Fin 3 → ℝ) (s : ℝ) :
    dichroism (originShift (s • R) (twoCentre R)) a b k =
      (1 - 2 * s) * (4 * Real.exp (-(k ⬝ᵥ k)) *
        ((R ⬝ᵥ a) * (k ⬝ᵥ b) - (R ⬝ᵥ b) * (k ⬝ᵥ a)) * (1 + Real.cos (k ⬝ᵥ R))) := by
  have ha := hasLineDerivAt_twoCentre R k a
  have hb := hasLineDerivAt_twoCentre R k b
  have hg : Real.exp (-(k ⬝ᵥ k)) = gaussian k ^ 2 := by
    rw [gaussian, sq, ← Real.exp_add]
    congr 1
    ring
  have hre : (Complex.exp (-(I * ((k ⬝ᵥ R : ℝ) : ℂ)))).re = Real.cos (k ⬝ᵥ R) := by
    simp [Complex.exp_re]
  have him : (Complex.exp (-(I * ((k ⬝ᵥ R : ℝ) : ℂ)))).im = -Real.sin (k ⬝ᵥ R) := by
    simp [Complex.exp_im]
  rw [dichroism_originShift _ ha.lineDifferentiableAt hb.lineDifferentiableAt,
    lineDeriv_density ha.lineDifferentiableAt, lineDeriv_density hb.lineDifferentiableAt,
    dichroism, circular_difference, ha.lineDeriv, hb.lineDeriv, hg]
  simp only [twoCentre, smul_dotProduct, smul_eq_mul, Complex.add_re, Complex.add_im,
    Complex.sub_re, Complex.sub_im, Complex.neg_re, Complex.neg_im, Complex.mul_re,
    Complex.mul_im, Complex.I_re, Complex.I_im, Complex.conj_re, Complex.conj_im,
    Complex.ofReal_re, Complex.ofReal_im, Complex.one_re, Complex.one_im, hre, him]
  -- only the unit modulus of the interference phase is still needed
  linear_combination (4 * (1 - s) * gaussian k ^ 2 *
    ((R ⬝ᵥ a) * (k ⬝ᵥ b) - (R ⬝ᵥ b) * (k ⬝ᵥ a))
    - 0) * Real.sin_sq_add_cos_sq (k ⬝ᵥ R)
```

For light along z, a and b are the x and y unit vectors, `Pi.single 0 1` and `Pi.single 1 1`. Numbering components from 0, A = R₀k₁ − R₁k₀. The two statements below are the cases s = 0 and s = 1/2.

```lean
/-- For light along `z`, the two-centre amplitude has the dichroism
`4 exp(-|k|²) (R_x k_y - R_y k_x) (1 + cos k·R)` with the origin on the first centre, and none with
the origin at the midpoint. -/
theorem dichroism_origin_artefact (R k : Fin 3 → ℝ) :
    dichroism (twoCentre R) (Pi.single 0 1) (Pi.single 1 1) k =
        4 * Real.exp (-(k ⬝ᵥ k)) * (R 0 * k 1 - R 1 * k 0) * (1 + Real.cos (k ⬝ᵥ R)) ∧
      dichroism (originShift ((1 / 2 : ℝ) • R) (twoCentre R))
        (Pi.single 0 1) (Pi.single 1 1) k = 0 := by
  constructor
  · have h0 : originShift ((0 : ℝ) • R) (twoCentre R) = twoCentre R := by
      funext q
      simp [originShift]
    have h := dichroism_twoCentre R (Pi.single 0 1) (Pi.single 1 1) k 0
    rw [h0] at h
    rw [h]
    simp only [dotProduct_single, mul_one, mul_zero, sub_zero, one_mul]
  · rw [dichroism_twoCentre]
    ring
```

## One geometry in numbers

Take R = (1, 0, 0) and k = (0, 1, 0). Then k·R = 0 and f = 2e^(−1/2), with

∂ₓf = −i e^(−1/2), ∂_y f = −2e^(−1/2).

The two intensities are 9/e and 1/e, so D = 8/e ≈ 2.94, or 4/e for unit polarisation vectors. Moving the origin to the midpoint adds i e^(−1/2) to ∂ₓf, which cancels it; both intensities become 4/e.

```lean
/-- For the polarisations `x ± i y`, with the second centre one unit from the first along `+x` and
`k` the unit vector along `y`, the dichroism with the origin on the first centre is `8/e`. -/
theorem dichroism_artefact_value :
    dichroism (twoCentre ![1, 0, 0]) (Pi.single 0 1) (Pi.single 1 1) ![0, 1, 0] =
      8 * Real.exp (-1) := by
  have h1 : (![0, 1, 0] : Fin 3 → ℝ) ⬝ᵥ ![0, 1, 0] = 1 := by
    simp [dotProduct, Fin.sum_univ_three]
  have h2 : (![0, 1, 0] : Fin 3 → ℝ) ⬝ᵥ ![1, 0, 0] = 0 := by
    simp [dotProduct, Fin.sum_univ_three]
  rw [(dichroism_origin_artefact _ _).1, h1, h2, Real.cos_zero]
  show 4 * Real.exp (-1) * ((1 : ℝ) * 1 - 0 * 0) * (1 + 1) = 8 * Real.exp (-1)
  ring
```

## The velocity form

With the momentum operator in place of r, the amplitude is proportional to (ε·k)f(k). As k·a and k·b are real,

|k·a + i k·b|² = |k·a − i k·b|²,

and the dichroism is zero for every f, wherever the origin lies.

```lean
/-- In the velocity form, where the amplitude is `(ε·k) f(k)`, the polarisations `a + i b` and
`a - i b` give equal intensities for every `f`. -/
theorem velocity_form_no_dichroism (f : (Fin 3 → ℝ) → ℂ) (a b k : Fin 3 → ℝ) :
    ‖(((k ⬝ᵥ a : ℝ) : ℂ) + I * ((k ⬝ᵥ b : ℝ) : ℂ)) * f k‖ ^ 2 =
      ‖(((k ⬝ᵥ a : ℝ) : ℂ) - I * ((k ⬝ᵥ b : ℝ) : ℂ)) * f k‖ ^ 2 := by
  have h := circular_difference ((k ⬝ᵥ a : ℝ) : ℂ) ((k ⬝ᵥ b : ℝ) : ℂ)
  simp only [Complex.mul_im, Complex.conj_re, Complex.conj_im, Complex.ofReal_re,
    Complex.ofReal_im, neg_zero, mul_zero, zero_mul, add_zero] at h
  rw [norm_mul, norm_mul, mul_pow, mul_pow, sub_eq_zero.mp h]

end

end PhotoemissionDichroism
```

In simulations that combine this two-orbital model with plane-wave final states, a length-gauge dichroism should therefore be tested against a shift of origin. The model leaves out scattering of the photoelectron by the molecule, so the result does not imply that measured dichroism is an artefact.

```lean
#print axioms PhotoemissionDichroism.dichroism_origin_artefact
-- 'PhotoemissionDichroism.dichroism_origin_artefact' depends on axioms: [propext, Classical.choice, Quot.sound]
#print axioms PhotoemissionDichroism.dichroism_artefact_value
-- 'PhotoemissionDichroism.dichroism_artefact_value' depends on axioms: [propext, Classical.choice, Quot.sound]
#print axioms PhotoemissionDichroism.velocity_form_no_dichroism
-- 'PhotoemissionDichroism.velocity_form_no_dichroism' depends on axioms: [propext, Classical.choice, Quot.sound]
```
